# The tail of $\sum_l (l+\tfrac12)^{-4}$ has no fourth-order term in $1/(L+1)$

## Increments, tail and the meaning of $L$

When the ground state of a helium-like atom is built from orbital products, the energy is collected partial wave by partial wave, in the orbital angular momentum $l$. The wave function has a kink where the two electrons meet, and smooth products represent it slowly. Even with a complete radial basis for every $l$, the energy gained from each partial wave therefore falls off at large $l$ only as $(l+\frac12)^{-4}$. A calculation that stops at $l=L$ misses the sum of all later gains, and the question is how this sum depends on $L$.

Here $L$ is the highest $l$ included, not a total angular momentum. The energy prefactor and its negative sign are removed, and the leading law is taken as exact for every $l$.

In Lean 4 with Mathlib:

```lean
import Mathlib

open Filter Topology

namespace PartialWaveHalfIntegerShift

noncomputable section
```

The increment of the partial wave $l$ is

$$t_l=\frac{1}{(l+\frac12)^4}.$$

```lean
/-- The model correlation increment `(l + 1/2)^(-4)` of the partial wave `l`. -/
def increment (l : ℕ) : ℝ := 1 / ((l : ℝ) + 1 / 2) ^ 4
```

In `increment`, `l` is a natural number, converted to a real number before the half is added.

The missing part is $T(L)=\sum_{l>L}t_l$. With $l=k+(L+1)$ it becomes a sum over $k=0,1,2,\dots$

```lean
/-- The partial-wave tail `T(L)`: the sum of the increments over all integers `l > L`,
written as `l = k + (L + 1)` with `k = 0, 1, 2, …`. -/
def partialWaveTail (L : ℕ) : ℝ := ∑' k : ℕ, increment (k + (L + 1))
```

The symbol `∑'` denotes an infinite sum over `k`.

## A trial tail from matching differences

A function $E$ that vanishes at infinity and satisfies $E(x)-E(x+1)=(x+\frac12)^{-4}$ would give $T(L)=E(L+1)$ by telescoping. With $y=x+\frac12$, Taylor expansion gives

$$E(y-\tfrac12)-E(y+\tfrac12)=-E'(y)-\tfrac1{24}E'''(y)-\cdots$$

The leading term must be $1/(3x^3)$. Its third derivative contributes $\frac56y^{-6}$, and a correction $b/x^5$ contributes $5b\,y^{-6}$. These cancel for $b=-\frac16$. No even power is needed, because $y$ is the midpoint of the interval. This suggests

$$E_c(x)=\frac1{3x^3}-\frac1{6x^5}+\frac{c}{x^7}.$$

```lean
/-- The trial expansion `1/(3x³) - 1/(6x⁵) + c/x⁷` of the tail, for `x ≠ 0`. -/
def tailExpansion (c x : ℝ) : ℝ := 1 / (3 * x ^ 3) - 1 / (6 * x ^ 5) + c / x ^ 7
```

The coefficient `c` is left free: two values of it will enclose the tail.

## Convergence of the sum

Dropping $l=0$ does not affect convergence. For the rest, with $l=n+1$,

$$\frac1{(n+\frac32)^4}\le\frac1{(n+1)^4},$$

and the right-hand side has a finite sum.

```lean
/-- The increments of all partial waves have a finite sum. -/
theorem summable_increment : Summable increment := by
  rw [← summable_nat_add_iff 1]
  have h : Summable (fun n : ℕ => 1 / (((n + 1 : ℕ) : ℝ)) ^ 4) :=
    (summable_nat_add_iff 1).2 (Real.summable_one_div_nat_pow.2 (by norm_num))
  refine Summable.of_nonneg_of_le (fun n => ?_) (fun n => ?_) h
  · unfold increment
    positivity
  · unfold increment
    apply one_div_le_one_div_of_le
    · positivity
    · apply pow_le_pow_left₀
      · positivity
      · linarith
```

`Summable increment` states this convergence. The proof makes the same shift by one and the same comparison.

## Each increment lies between two differences

Let $x>0$ and $p=x(x+1)$. Then $(x+\frac12)^2=p+\frac14$, and

$$(x+1)^3-x^3=3p+1,\qquad (x+1)^5-x^5=5p^2+5p+1.$$

Hence

$$E_0(x)-E_0(x+1)=\frac{3p+1}{3p^3}-\frac{5p^2+5p+1}{6p^5}=\frac{6p^3-3p^2-5p-1}{6p^5}.$$

Subtracting this from $(p+\frac14)^{-2}$ cancels the $p^5$ and $p^4$ terms of the numerator and leaves

$$\frac{\frac{49}8p^3+\frac{59}{16}p^2+\frac{13}{16}p+\frac1{16}}{6p^5(x+\frac12)^4}>0.$$

```lean
/-- For `x > 0`, the drop of the two-term expansion from `x` to `x + 1` is at most
the increment at the midpoint `x + 1/2`. -/
theorem expansion_drop_le {x : ℝ} (hx : 0 < x) :
    tailExpansion 0 x - tailExpansion 0 (x + 1) ≤ 1 / (x + 1 / 2) ^ 4 := by
  -- the difference is a quotient with positive coefficients in x (x + 1)
  have h : 1 / (x + 1 / 2) ^ 4 - (tailExpansion 0 x - tailExpansion 0 (x + 1)) =
      (49 / 8 * (x * (x + 1)) ^ 3 + 59 / 16 * (x * (x + 1)) ^ 2
        + 13 / 16 * (x * (x + 1)) + 1 / 16)
        / (6 * (x * (x + 1)) ^ 5 * (x + 1 / 2) ^ 4) := by
    unfold tailExpansion
    field_simp
    ring
  rw [← sub_nonneg, h]
  positivity
```

The identity `h` is this quotient. `field_simp` clears denominators, `ring` compares polynomials, and `positivity` reads off the sign.

For the upper bound take $c=\frac7{48}$, the value that matching at the next order gives. Since $(x+1)^7-x^7=7p^3+14p^2+7p+1$,

$$E_{7/48}(x)-E_{7/48}(x+1)=\frac{6p^5-3p^4+\frac98p^3+\frac{45}4p^2+\frac{49}8p+\frac78}{6p^7}.$$

Subtracting $(p+\frac14)^{-2}$ now leaves

$$\frac{\frac{93}8p^4+\frac{1513}{128}p^3+\frac{297}{64}p^2+\frac{105}{128}p+\frac7{128}}{6p^7(x+\frac12)^4}>0.$$

```lean
/-- For `x > 0`, the drop of the expansion with seventh-order coefficient `7/48`
from `x` to `x + 1` is at least the increment at the midpoint `x + 1/2`. -/
theorem le_expansion_drop {x : ℝ} (hx : 0 < x) :
    1 / (x + 1 / 2) ^ 4 ≤ tailExpansion (7 / 48) x - tailExpansion (7 / 48) (x + 1) := by
  have h : tailExpansion (7 / 48) x - tailExpansion (7 / 48) (x + 1) - 1 / (x + 1 / 2) ^ 4 =
      (93 / 8 * (x * (x + 1)) ^ 4 + 1513 / 128 * (x * (x + 1)) ^ 3
        + 297 / 64 * (x * (x + 1)) ^ 2 + 105 / 128 * (x * (x + 1)) + 7 / 128)
        / (6 * (x * (x + 1)) ^ 7 * (x + 1 / 2) ^ 4) := by
    unfold tailExpansion
    field_simp
    ring
  rw [← sub_nonneg, h]
  positivity
```

## Telescoping to bounds for every $L$

For any fixed $a$ and $c$, every term of $E_c(a+n)$ contains a positive power of $1/(a+n)$, so $E_c(a+n)\to0$ as $n\to\infty$.

```lean
/-- For any fixed real `c` and `a`, the trial expansion at `a + n` tends to zero as the natural
number `n` grows. -/
theorem tendsto_tailExpansion (c a : ℝ) :
    Tendsto (fun n : ℕ => tailExpansion c (a + n)) atTop (𝓝 0) := by
  have hu : Tendsto (fun n : ℕ => (a + (n : ℝ))⁻¹) atTop (𝓝 0) :=
    tendsto_inv_atTop_zero.comp
      (tendsto_atTop_add_const_left _ a tendsto_natCast_atTop_atTop)
  have h := (((hu.pow 3).const_mul (1 / 3 : ℝ)).sub
    ((hu.pow 5).const_mul (1 / 6 : ℝ))).add ((hu.pow 7).const_mul c)
  have h0 : (1 / 3 : ℝ) * 0 ^ 3 - 1 / 6 * 0 ^ 5 + c * 0 ^ 7 = 0 := by norm_num
  rw [h0] at h
  have e : ∀ y : ℝ, 1 / 3 * y⁻¹ ^ 3 - 1 / 6 * y⁻¹ ^ 5 + c * y⁻¹ ^ 7 = tailExpansion c y := by
    intro y
    unfold tailExpansion
    ring
  exact h.congr fun n => e _
```

Put $N=L+1$. Adding the inequalities at $x=N,N+1,\dots,N+n-1$ gives

$$E_0(N)-E_0(N+n)\le\sum_{k=0}^{n-1}t_{k+N}\le E_{7/48}(N)-E_{7/48}(N+n).$$

As $n\to\infty$ this becomes

$$\frac1{3N^3}-\frac1{6N^5}\le T(L)\le\frac1{3N^3}-\frac1{6N^5}+\frac7{48N^7}.$$

```lean
/-- For every `L`, the tail `T(L)` lies between `1/(3N³) - 1/(6N⁵)` and
`1/(3N³) - 1/(6N⁵) + 7/(48N⁷)`, where `N = L + 1`. -/
theorem partialWaveTail_bounds (L : ℕ) :
    tailExpansion 0 ((L : ℝ) + 1) ≤ partialWaveTail L ∧
      partialWaveTail L ≤ tailExpansion (7 / 48) ((L : ℝ) + 1) := by
  -- telescoping bounds on the finite sums
  have hfin : ∀ n : ℕ,
      tailExpansion 0 ((L : ℝ) + 1) - tailExpansion 0 ((L : ℝ) + 1 + n)
        ≤ ∑ k ∈ Finset.range n, increment (k + (L + 1)) ∧
      ∑ k ∈ Finset.range n, increment (k + (L + 1))
        ≤ tailExpansion (7 / 48) ((L : ℝ) + 1)
          - tailExpansion (7 / 48) ((L : ℝ) + 1 + n) := by
    intro n
    induction n with
    | zero => simp
    | succ n ih =>
      have hx : (0 : ℝ) < (L : ℝ) + 1 + n := by positivity
      have e1 : ((n + (L + 1) : ℕ) : ℝ) = (L : ℝ) + 1 + n := by
        push_cast
        ring
      have e2 : (L : ℝ) + 1 + ((n + 1 : ℕ) : ℝ) = (L : ℝ) + 1 + n + 1 := by
        push_cast
        ring
      have e3 : increment (n + (L + 1)) = 1 / ((L : ℝ) + 1 + n + 1 / 2) ^ 4 := by
        rw [increment, e1]
      have h1 := expansion_drop_le hx
      have h2 := le_expansion_drop hx
      rw [Finset.sum_range_succ, e2, e3]
      constructor
      · linarith [ih.1]
      · linarith [ih.2]
  -- pass to the infinite sum
  have hsum := ((summable_nat_add_iff (L + 1)).2 summable_increment).hasSum.tendsto_sum_nat
  have hlim : ∀ c : ℝ, Tendsto (fun n : ℕ => tailExpansion c ((L : ℝ) + 1)
      - tailExpansion c ((L : ℝ) + 1 + n)) atTop (𝓝 (tailExpansion c ((L : ℝ) + 1))) := by
    intro c
    have h := (tendsto_const_nhds (x := tailExpansion c ((L : ℝ) + 1))).sub
      (tendsto_tailExpansion c ((L : ℝ) + 1))
    rw [sub_zero] at h
    exact h
  exact ⟨le_of_tendsto_of_tendsto' (hlim 0) hsum fun n => (hfin n).1,
    le_of_tendsto_of_tendsto' hsum (hlim (7 / 48)) fun n => (hfin n).2⟩
```

The theorem holds for every natural `L`, including zero. `hfin` proves the finite inequalities by induction on `n`, `hsum` says that the partial sums converge to the tail, and the last two lines preserve the inequalities in the limit.

For $L=2$, with s, p and d waves included, the known sum $\sum_{n\ \mathrm{odd}}n^{-4}=\pi^4/96$ gives

$$T(2)=\frac{\pi^4}6-16-\frac{16}{81}-\frac{16}{625}\approx0.011718.$$

With $N=3$ the bounds are $0.011660$ and $0.011726$. The leading term alone, $1/81\approx0.012346$, is about 5% too large. The same formula with $L+\frac12$ in place of $L+1$ gives $0.021333$, nearly twice the tail.

## The first correction is of fifth order

The squeeze needs only that $1/N\to0$.

```lean
/-- The inverse `1/(L + 1)` tends to zero as `L` grows. -/
theorem tendsto_inv_shift : Tendsto (fun L : ℕ => ((L : ℝ) + 1)⁻¹) atTop (𝓝 0) :=
  tendsto_inv_atTop_zero.comp
    (tendsto_atTop_add_const_right _ 1 tendsto_natCast_atTop_atTop)
```

From the definition of $E_c$,

$$N^5\left(E_c(N)-\frac1{3N^3}\right)=-\frac16+\frac c{N^2}.$$

The bounds therefore give

$$-\frac16\le N^5\left(T(L)-\frac1{3N^3}\right)\le-\frac16+\frac7{48N^2},$$

and the middle quantity tends to $-\frac16$.

```lean
/-- After removal of `1/(3(L+1)³)`, the partial-wave tail is of fifth order in `1/(L+1)`:
`(L+1)⁵ (T(L) - 1/(3(L+1)³))` tends to `-1/6`. -/
theorem tail_fifth_order :
    Tendsto (fun L : ℕ => ((L : ℝ) + 1) ^ 5 *
      (partialWaveTail L - 1 / (3 * ((L : ℝ) + 1) ^ 3))) atTop (𝓝 (-1 / 6)) := by
  have hup := ((tendsto_inv_shift.pow 2).const_mul (7 / 48 : ℝ)).const_add (-1 / 6 : ℝ)
  have h0 : (-1 / 6 : ℝ) + 7 / 48 * 0 ^ 2 = -1 / 6 := by norm_num
  rw [h0] at hup
  have e : ∀ c N : ℝ, 0 < N →
      N ^ 5 * (tailExpansion c N - 1 / (3 * N ^ 3)) = -1 / 6 + c * N⁻¹ ^ 2 := by
    intro c N hN
    unfold tailExpansion
    field_simp
    ring
  -- squeeze between the two rigorous bounds
  refine tendsto_of_tendsto_of_tendsto_of_le_of_le' tendsto_const_nhds hup
    (Eventually.of_forall fun L => ?_) (Eventually.of_forall fun L => ?_)
  · have hN : (0 : ℝ) < (L : ℝ) + 1 := by positivity
    have h := mul_le_mul_of_nonneg_left
      (sub_le_sub_right (partialWaveTail_bounds L).1 (1 / (3 * ((L : ℝ) + 1) ^ 3)))
      (pow_pos hN 5).le
    rw [e 0 _ hN, zero_mul, add_zero] at h
    exact h
  · have hN : (0 : ℝ) < (L : ℝ) + 1 := by positivity
    have h := mul_le_mul_of_nonneg_left
      (sub_le_sub_right (partialWaveTail_bounds L).2 (1 / (3 * ((L : ℝ) + 1) ^ 3)))
      (pow_pos hN 5).le
    rw [e (7 / 48) _ hN] at h
    exact h
```

`Tendsto … atTop (𝓝 (-1 / 6))` is the limit as `L` grows through the natural numbers. The identity `e` is the displayed formula for $E_c$, used once for each bound. Dividing the result by $N$ shows that $N^4(T(L)-1/(3N^3))\to0$: there is no fourth-order term.

## What another origin does

Let $s$ be any real shift, and set $M=L+s$ and $d=s-1$, so that $M=N+d$. Splitting off the known remainder gives

$$M^4\left(T-\frac1{3M^3}\right)=M^4\left(T-\frac1{3N^3}\right)+\frac{M(M^3-N^3)}{3N^3}.$$

The first term on the right equals

$$\left(1+\frac dN\right)^4\frac1N\,N^5\left(T-\frac1{3N^3}\right)\to0,$$

and the second equals

$$\left(1+\frac dN\right)\left(d+\frac{d^2}N+\frac{d^3}{3N^2}\right)\to d.$$

The fourth-order coefficient is therefore $s-1$.

```lean
/-- If the tail is expanded in powers of `1/(L+s)` for a real shift `s`, the coefficient
of the fourth-order term is `s - 1`. -/
theorem tail_fourth_order (s : ℝ) :
    Tendsto (fun L : ℕ => ((L : ℝ) + s) ^ 4 *
      (partialWaveTail L - 1 / (3 * ((L : ℝ) + s) ^ 3))) atTop (𝓝 (s - 1)) := by
  have hu := tendsto_inv_shift
  have hr := (hu.const_mul (s - 1)).const_add (1 : ℝ)
  have h := ((hr.pow 4).mul (hu.mul tail_fifth_order)).add
    (hr.mul (((hu.const_mul ((s - 1) ^ 2)).const_add (s - 1)).add
      ((hu.pow 2).const_mul ((s - 1) ^ 3 / 3))))
  have hv : (1 + (s - 1) * 0) ^ 4 * (0 * (-1 / 6)) + (1 + (s - 1) * 0) *
      (s - 1 + (s - 1) ^ 2 * 0 + (s - 1) ^ 3 / 3 * 0 ^ 2) = s - 1 := by ring
  rw [hv] at h
  -- re-expansion of the leading term about the new origin, with d = M - N
  have key : ∀ N M t d : ℝ, N ≠ 0 → M ≠ 0 → d = M - N →
      (1 + d * N⁻¹) ^ 4 * (N⁻¹ * (N ^ 5 * (t - 1 / (3 * N ^ 3)))) +
        (1 + d * N⁻¹) * (d + d ^ 2 * N⁻¹ + d ^ 3 / 3 * N⁻¹ ^ 2) =
      M ^ 4 * (t - 1 / (3 * M ^ 3)) := by
    intro N M t d hN hM hd
    subst hd
    field_simp
    ring
  refine h.congr' ?_
  filter_upwards [tendsto_natCast_atTop_atTop.eventually_gt_atTop (-s)] with L hL
  have hM : (L : ℝ) + s ≠ 0 := by
    have : 0 < (L : ℝ) + s := by linarith
    exact this.ne'
  exact key ((L : ℝ) + 1) ((L : ℝ) + s) (partialWaveTail L) (s - 1)
    (by positivity) hM (by ring)
```

The identity `key` is this decomposition, with `t` for the tail. If `s` is zero or a negative integer, the denominator vanishes at `L = -s`, so the proof uses the identity only once `L > -s`, which is enough for a limit.

An expansion about $L+\frac12$, the argument of the last included increment, has the fourth-order coefficient $-\frac12$. Since a limit is unique, the coefficient is zero exactly when $s-1=0$.

```lean
/-- The fourth-order term of the tail in powers of `1/(L+s)` is absent
exactly for the shift `s = 1`. -/
theorem fourth_order_absent_iff (s : ℝ) :
    Tendsto (fun L : ℕ => ((L : ℝ) + s) ^ 4 *
      (partialWaveTail L - 1 / (3 * ((L : ℝ) + s) ^ 3))) atTop (𝓝 0) ↔ s = 1 := by
  constructor
  · intro h
    linarith [tendsto_nhds_unique h (tail_fourth_order s)]
  · intro hs
    have h := tail_fourth_order s
    rwa [sub_eq_zero.2 hs] at h

end

end PartialWaveHalfIntegerShift
```

The two directions use `tendsto_nhds_unique` and substitution of `s = 1`.

```lean
#print axioms PartialWaveHalfIntegerShift.tail_fourth_order
#print axioms PartialWaveHalfIntegerShift.fourth_order_absent_iff
```

```
'PartialWaveHalfIntegerShift.tail_fourth_order' depends on axioms: [propext, Classical.choice, Quot.sound]
'PartialWaveHalfIntegerShift.fourth_order_absent_iff' depends on axioms: [propext, Classical.choice, Quot.sound]
```

## Extrapolating a truncated pair energy

Let $\mathcal E_L$ be the energy with all partial waves up to $L\ge1$, each with a saturated radial basis, and let the increments be $-A(l+\frac12)^{-4}$ with a constant $A>0$. To leading order, $\mathcal E_L\approx\mathcal E_\infty+A/(3(L+1)^3)$. Eliminating $A$ between two successive energies gives

$$\mathcal E_\infty\approx\frac{(L+1)^3\mathcal E_L-L^3\mathcal E_{L-1}}{(L+1)^3-L^3}.$$

In this one-term model, the error of the tail formula starts two orders beyond the term that is kept.

The step from the model to a real atom is the assumption that the increments are a pure inverse fourth power. If they also contain $-B(l+\frac12)^{-5}$, with a constant $B$, the energy still missing acquires a term of magnitude $|B|/(4(L+1)^4)$, and for $B\neq0$ the expansion in $1/(L+1)$ has a fourth-order term again.
